# The raising operator and unit norm fix the real polar factor of \(Y_{ll}\) up to sign

A common way to generate the spherical harmonics of degree \(l\) is to write down the top one, \(m=l\), and then to reach the lower \(m\) with the lowering operator or a recurrence. The starting function is specified by its factor in the polar angle \(\theta\) and a normalisation constant, and an error in either can carry over to the functions built from it. Spherical harmonics, or real-valued linear combinations of them, serve as the angular parts of atomic orbitals in electronic structure; the problems below treat only \(m=l\), with a real polar factor.

Take a natural number \(l\), with \(l=0\) allowed, and the function

\[
\psi(\theta,\varphi)=f(\theta)\,e^{il\varphi},
\]

where \(f\) is real and \(\varphi\) is the azimuth. For \(\psi\) to be the top state of degree \(l\), the raising operator must annihilate it, since \(m=l\) is the largest value in the multiplet. This is a condition on \(f\). In units of \(\hbar\) this operator is

\[
L_+=e^{i\varphi}\left(\partial_\theta+i\cot\theta\,\partial_\varphi\right).
\]

Left to the physics are the annihilation of the top state and the identification of this differential expression, used away from the poles, with the operator \(L_x+iL_y\) on the whole sphere.

## (a) From annihilation to an equation for the polar factor

**Task.** Let \(f\) be differentiable at \(\theta\), with \(\sin\theta\neq0\). Show that \(L_+\psi=0\) at \((\theta,\varphi)\) exactly when

\[
\sin\theta\,f'(\theta)=l\cos\theta\,f(\theta).
\]

**Solution.** The partial derivatives are \(\partial_\theta\psi=f'(\theta)e^{il\varphi}\) and \(\partial_\varphi\psi=il\,f(\theta)e^{il\varphi}\). Since \(i\cdot i=-1\),

\[
L_+\psi=e^{i(l+1)\varphi}\left(f'(\theta)-l\cot\theta\,f(\theta)\right).
\]

The exponential is never zero, so \(L_+\psi\) vanishes exactly when the bracket does. Multiplying the bracket by \(\sin\theta\neq0\) gives the stated equation, and dividing by \(\sin\theta\) leads back.

In the Lean code, `n !` is the factorial and `Ioo 0 π` is the open interval \((0,\pi)\).

```lean
import Mathlib

open Real Set
namespace TopSphericalHarmonic

noncomputable section

local notation:10000 n "!" => Nat.factorial n
```

The predicate `IsTopPolar l f` says that, at every point of \((0,\pi)\), \(f\) is differentiable and obeys the polar equation. It says nothing about \(f\) at the poles or beyond them.

```lean
/-- The polar equation `sin t f'(t) = l cos t f(t)` for a real function `f`
differentiable on `(0, π)`. -/
def IsTopPolar (l : ℕ) (f : ℝ → ℝ) : Prop :=
  ∀ t ∈ Ioo 0 π, DifferentiableAt ℝ f t ∧ sin t * deriv f t = l * cos t * f t
```

The function \(\psi\) is `topState l f`, a complex function of two real angles. Despite the name, the definition allows any real \(f\) and does not assume that \(L_+\) annihilates the function.

```lean
/-- The function `f(θ) exp(i l φ)` on the sphere, with polar factor `f`. -/
def topState (l : ℕ) (f : ℝ → ℝ) (θ φ : ℝ) : ℂ :=
  (f θ : ℂ) * Complex.exp (((l * φ : ℝ) : ℂ) * Complex.I)
```

The operator \(L_+\) is `raise`, with the cotangent written as `cos θ / sin θ`.

```lean
/-- The angular momentum raising operator `exp(iφ) (∂_θ + i cot θ ∂_φ)` in units of `ħ`,
for differentiable functions and away from the poles, where `sin θ ≠ 0`. -/
def raise (ψ : ℝ → ℝ → ℂ) (θ φ : ℝ) : ℂ :=
  Complex.exp ((φ : ℂ) * Complex.I) * (deriv (fun t => ψ t φ) θ +
    Complex.I * ((cos θ / sin θ : ℝ) : ℂ) * deriv (fun p => ψ θ p) φ)
```

The theorem concerns a single point, with differentiability (`hf`) and \(\sin\theta\neq0\) (`hs`) as hypotheses. In its proof, `h1` and `h2` are the two partial derivatives, `h3` is the factorised form of \(L_+\psi\), where `Complex.I_sq` supplies \(i^2=-1\), and `key` is the multiplication by \(\sin\theta\).

```lean
/-- Away from the poles, the raising operator annihilates `f(θ) exp(i l φ)`, with `f`
differentiable at `θ`, exactly when `f` obeys the polar equation at `θ`. -/
theorem raise_topState_eq_zero_iff {l : ℕ} {f : ℝ → ℝ} {θ : ℝ} (φ : ℝ)
    (hf : DifferentiableAt ℝ f θ) (hs : sin θ ≠ 0) :
    raise (topState l f) θ φ = 0 ↔ sin θ * deriv f θ = l * cos θ * f θ := by
  -- the two partial derivatives
  have h1 : deriv (fun t => topState l f t φ) θ =
      ((deriv f θ : ℝ) : ℂ) * Complex.exp (((l * φ : ℝ) : ℂ) * Complex.I) :=
    (hf.hasDerivAt.ofReal_comp.mul_const
      (Complex.exp (((l * φ : ℝ) : ℂ) * Complex.I))).deriv
  have h2 : deriv (fun p => topState l f θ p) φ = (f θ : ℂ) *
      (Complex.exp (((l * φ : ℝ) : ℂ) * Complex.I) * (((l * 1 : ℝ) : ℂ) * Complex.I)) :=
    ((((hasDerivAt_id' φ).const_mul (l : ℝ)).ofReal_comp.mul_const
      Complex.I).cexp.const_mul (f θ : ℂ)).deriv
  -- both phases factor out and leave a real expression
  have h3 : raise (topState l f) θ φ = Complex.exp ((φ : ℂ) * Complex.I) *
      Complex.exp (((l * φ : ℝ) : ℂ) * Complex.I) *
      ((deriv f θ - l * (cos θ / sin θ) * f θ : ℝ) : ℂ) := by
    unfold raise
    rw [h1, h2]
    generalize Complex.exp (((l * φ : ℝ) : ℂ) * Complex.I) = e
    generalize Complex.exp ((φ : ℂ) * Complex.I) = u
    generalize cos θ / sin θ = k
    simp only [Complex.ofReal_sub, Complex.ofReal_mul, Complex.ofReal_one]
    linear_combination (u * e * (k : ℂ) * (f θ : ℂ) * ((l : ℝ) : ℂ)) * Complex.I_sq
  have key : sin θ * (deriv f θ - l * (cos θ / sin θ) * f θ) =
      sin θ * deriv f θ - l * cos θ * f θ := by
    field_simp
  rw [h3, mul_eq_zero, or_iff_right (mul_ne_zero (Complex.exp_ne_zero _)
    (Complex.exp_ne_zero _)), Complex.ofReal_eq_zero]
  constructor
  · intro h
    rw [h, mul_zero] at key
    linarith
  · intro h
    rw [h, sub_self] at key
    exact (mul_eq_zero.mp key).resolve_left hs
```

## (b) Solving the polar equation

**Task.** Show that \(f\) is differentiable on \((0,\pi)\) and obeys the polar equation there exactly when, for some real constant \(c\),

\[
f(t)=c\,\sin^l t\qquad(0<t<\pi).
\]

**Solution.** On \((0,\pi)\) the sine is positive, so the quotient \(g=f/\sin^l\) is defined and differentiable:

\[
g'(t)=\frac{f'(t)\sin^l t-l\,f(t)\sin^{l-1}t\cos t}{\sin^{2l}t}.
\]

Multiplied by \(\sin t\), the numerator becomes \(\sin^l t\,\left(\sin t\,f'(t)-l\cos t\,f(t)\right)\), which is zero by the polar equation. Hence \(g'=0\) on an interval, and \(g\) is a constant \(c\), equal to its value at \(\pi/2\).

Conversely, if \(f=c\sin^l\) on the open interval, then \(f'(t)=c\,l\sin^{l-1}t\cos t\) there, and

\[
\sin t\,f'(t)=l\cos t\;c\sin^l t=l\cos t\,f(t).
\]

For \(l=0\) the terms with the factor \(l\) are zero and \(f\) is constant.

In Lean, `hpow` is the identity \(l\,x^{l-1}x=l\,x^l\), with \(l=0\) treated separately. The vanishing derivative of the quotient is `hg`, and `is_const_of_deriv_eq_zero` turns it into constancy, using that the interval is open and connected. In the converse, `congr_of_eventuallyEq` transfers the derivative of \(c\sin^l\) to \(f\), because the two functions agree near each point of the interval.

```lean
/-- The solutions of the polar equation on `(0, π)` are exactly the constant multiples
of `sin t ^ l`. -/
theorem isTopPolar_iff (l : ℕ) (f : ℝ → ℝ) :
    IsTopPolar l f ↔ ∃ c : ℝ, ∀ t ∈ Ioo 0 π, f t = c * sin t ^ l := by
  have hpow : ∀ x : ℝ, (l : ℝ) * x ^ (l - 1) * x = l * x ^ l := by
    intro x
    rcases l with _ | n
    · simp
    · rw [Nat.add_sub_cancel, pow_succ]
      ring
  constructor
  · intro h
    -- the quotient f / sin^l has zero derivative
    have hg : ∀ t ∈ Ioo 0 π, HasDerivAt (fun s => f s / sin s ^ l) 0 t := by
      intro t ht
      have hs : sin t ≠ 0 := (sin_pos_of_mem_Ioo ht).ne'
      obtain ⟨hd, he⟩ := h t ht
      refine (hd.hasDerivAt.fun_div ((Real.hasDerivAt_sin t).fun_pow l)
        (pow_ne_zero l hs)).congr_deriv ?_
      have hn : deriv f t * sin t ^ l - f t * (l * sin t ^ (l - 1) * cos t) = 0 := by
        apply mul_left_cancel₀ hs
        linear_combination sin t ^ l * he - f t * cos t * hpow (sin t)
      rw [hn, zero_div]
    have hmid : π / 2 ∈ Ioo 0 π := ⟨by positivity, by linarith [pi_pos]⟩
    refine ⟨f (π / 2) / sin (π / 2) ^ l, fun t ht => ?_⟩
    have hc : f t / sin t ^ l = f (π / 2) / sin (π / 2) ^ l :=
      isOpen_Ioo.is_const_of_deriv_eq_zero isPreconnected_Ioo
        (fun s hs => (hg s hs).differentiableAt.differentiableWithinAt)
        (fun s hs => (hg s hs).deriv) ht hmid
    rw [← hc, div_mul_cancel₀ _ (pow_ne_zero l (sin_pos_of_mem_Ioo ht).ne')]
  · rintro ⟨c, hc⟩ t ht
    have hd : HasDerivAt f (c * (l * sin t ^ (l - 1) * cos t)) t :=
      (((Real.hasDerivAt_sin t).fun_pow l).const_mul c).congr_of_eventuallyEq
        (Filter.eventually_of_mem (isOpen_Ioo.mem_nhds ht) hc)
    refine ⟨hd.differentiableAt, ?_⟩
    rw [hd.deriv, hc t ht]
    linear_combination c * cos t * hpow (sin t)
```

## (c) All annihilated functions of this form

**Task.** Let \(f\) be differentiable on \((0,\pi)\). Show that

\[
L_+\left(f(\theta)e^{il\varphi}\right)=0\ \text{ for all }\theta\in(0,\pi),\ \varphi\in\mathbb R
\iff
\exists\,c\in\mathbb R:\ f=c\,\sin^l\ \text{on }(0,\pi).
\]

**Solution.** By (a), annihilation at every \(\theta\in(0,\pi)\) is the polar equation on that interval. By (b), the solutions of that equation are the multiples of \(\sin^l\).

Differentiability at every point except one would not be enough if \(f\) may jump there. Take \(l=1\), with \(f(t)=\sin t\) for \(t<\pi/2\) and \(f(t)=2\sin t\) for \(t\geq\pi/2\). The polar equation holds at every point of \((0,\pi)\) other than \(\pi/2\), yet no single \(c\) fits both halves. This \(f\) would also defeat the Lean statement without `hf`: Lean's `deriv` is zero where a function has no derivative, and \(\cot(\pi/2)=0\), so `raise` gives zero at the jump as well.

The Lean proof first rewrites the right-hand side with `isTopPolar_iff`. From left to right it uses annihilation at \(\varphi=0\) only, since the polar equation does not contain the azimuth; from right to left it applies (a) at every \(\varphi\).

```lean
/-- For `f` differentiable on `(0, π)`, the raising operator annihilates `f(θ) exp(i l φ)`
away from the poles exactly when `f` is a constant multiple of `sin θ ^ l` there. -/
theorem annihilated_iff (l : ℕ) (f : ℝ → ℝ) (hf : ∀ t ∈ Ioo 0 π, DifferentiableAt ℝ f t) :
    (∀ θ ∈ Ioo 0 π, ∀ φ, raise (topState l f) θ φ = 0) ↔
      ∃ c : ℝ, ∀ θ ∈ Ioo 0 π, f θ = c * sin θ ^ l := by
  rw [← isTopPolar_iff]
  constructor
  · intro h t ht
    exact ⟨hf t ht, (raise_topState_eq_zero_iff 0 (hf t ht)
      (sin_pos_of_mem_Ioo ht).ne').1 (h t ht 0)⟩
  · intro h t ht φ
    exact (raise_topState_eq_zero_iff φ (hf t ht) (sin_pos_of_mem_Ioo ht).ne').2 (h t ht).2
```

## (d) The integral of an odd power of the sine

**Task.** Show that

\[
\int_0^\pi\sin^{2l+1}t\,dt=\frac{2^{2l+1}(l!)^2}{(2l+1)!}.
\]

**Solution.** Call the integral \(I_l\). Then \(I_0=2\). For \(l\geq1\), integrate by parts with \(\sin t\,dt=-d(\cos t)\). The boundary term vanishes, and

\[
I_l=2l\int_0^\pi\cos^2t\,\sin^{2l-1}t\,dt=2l\,(I_{l-1}-I_l),
\qquad
I_l=\frac{2l}{2l+1}\,I_{l-1}.
\]

Iterating gives

\[
I_l=2\prod_{i=0}^{l-1}\frac{2i+2}{2i+3}.
\]

The factorial expression also equals 2 at \(l=0\). When \(l\) goes from \(n\) to \(n+1\), it is multiplied by

\[
\frac{4(n+1)^2}{(2n+3)(2n+2)}=\frac{2n+2}{2n+3},
\]

which is the next factor of the product. The two expressions therefore agree for every \(l\).

Lean takes the product formula from Mathlib as `integral_sin_pow_odd`, so the integration by parts is not repeated. The induction is the comparison of factors: `Finset.prod_range_succ` splits off the last factor, and `Nat.factorial_succ` expands the factorials.

```lean
/-- The integral of an odd power of the sine over `(0, π)` in factorial form. -/
theorem integral_sin_odd (l : ℕ) :
    ∫ t in (0 : ℝ)..π, sin t ^ (2 * l + 1) =
      2 ^ (2 * l + 1) * (l ! : ℝ) ^ 2 / ((2 * l + 1)! : ℝ) := by
  rw [integral_sin_pow_odd]
  induction l with
  | zero => simp
  | succ n ih =>
    have h0 : ((2 * n + 1)! : ℝ) ≠ 0 := by positivity
    rw [Finset.prod_range_succ, ← mul_assoc, ih,
      show 2 * (n + 1) + 1 = 2 * n + 1 + 1 + 1 by ring, Nat.factorial_succ (2 * n + 1 + 1),
      Nat.factorial_succ (2 * n + 1), Nat.factorial_succ n]
    push_cast
    field_simp
    ring
```

## (e) The polar norm integral

**Task.** For real \(c\), show that

\[
\int_0^\pi\left(c\sin^l t\right)^2\sin t\,dt=c^2\,\frac{2^{2l+1}(l!)^2}{(2l+1)!}.
\]

**Solution.** The extra factor \(\sin t\) is the weight from the surface element \(\sin\theta\,d\theta\,d\varphi\). The integrand is \(c^2\sin^{2l+1}t\); take \(c^2\) out of the integral and use (d). The Lean proof does the same, with `h` as the pointwise identity.

```lean
/-- The polar norm integral of `c sin t ^ l`, with the surface weight `sin t`. -/
theorem integral_polar_sq (l : ℕ) (c : ℝ) :
    ∫ t in (0 : ℝ)..π, (c * sin t ^ l) ^ 2 * sin t =
      c ^ 2 * (2 ^ (2 * l + 1) * (l ! : ℝ) ^ 2 / ((2 * l + 1)! : ℝ)) := by
  have h : ∀ t, (c * sin t ^ l) ^ 2 * sin t = c ^ 2 * sin t ^ (2 * l + 1) := by
    intro t
    ring
  simp_rw [h]
  rw [intervalIntegral.integral_const_mul, integral_sin_odd]
```

## (f) One constant for the solution and its norm

**Task.** Let \(f\) be differentiable on \((0,\pi)\) and obey the polar equation there. Show that a single real \(c\) satisfies both

\[
f=c\,\sin^l\ \text{on }(0,\pi)
\quad\text{and}\quad
\int_{(0,\pi)}f(t)^2\sin t\,dt=c^2\,\frac{2^{2l+1}(l!)^2}{(2l+1)!}.
\]

**Solution.** Part (b) provides \(c\). On the open interval the integrand equals \((c\sin^l t)^2\sin t\), so (e) gives the integral.

In `top_polar_solution` the hypothesis `h` is the polar equation with its differentiability. The integral runs over the open interval as a set, so the values of \(f\) at the poles play no part. The proof passes from Mathlib's integral between limits, which includes the upper endpoint, to the open interval; one point contributes nothing. Then `setIntegral_congr_fun` replaces \(f\) by \(c\sin^l\) under the integral.

```lean
/-- Every solution of the polar equation on `(0, π)` is `c sin t ^ l` for some constant `c`,
and its norm integral is `c² 2^(2l+1) (l!)² / (2l+1)!`. -/
theorem top_polar_solution {l : ℕ} {f : ℝ → ℝ} (h : IsTopPolar l f) :
    ∃ c : ℝ, (∀ t ∈ Ioo 0 π, f t = c * sin t ^ l) ∧
      ∫ t in Ioo 0 π, f t ^ 2 * sin t =
        c ^ 2 * (2 ^ (2 * l + 1) * (l ! : ℝ) ^ 2 / ((2 * l + 1)! : ℝ)) := by
  obtain ⟨c, hc⟩ := (isTopPolar_iff l f).1 h
  refine ⟨c, hc, ?_⟩
  rw [← integral_polar_sq, intervalIntegral.integral_of_le pi_pos.le,
    MeasureTheory.integral_Ioc_eq_integral_Ioo]
  refine MeasureTheory.setIntegral_congr_fun measurableSet_Ioo fun t ht => ?_
  simp only [hc t ht]
```

## (g) The normalisation constant of \(Y_{ll}\)

**Task.** For real \(c\), show that

\[
\int_0^{2\pi}\!\!\int_0^\pi\left|c\sin^l\theta\,e^{il\varphi}\right|^2\sin\theta\,d\theta\,d\varphi=1
\iff
|c|=\frac{1}{2^l\,l!}\sqrt{\frac{(2l+1)!}{4\pi}}.
\]

**Solution.** The phase has modulus one, so the inner integral is the one in (e) and does not depend on \(\varphi\). The outer integral multiplies it by \(2\pi\). The norm condition is therefore

\[
2\pi c^2\,\frac{2^{2l+1}(l!)^2}{(2l+1)!}=1,
\qquad\text{or}\qquad
c^2=\frac{(2l+1)!}{4\pi\,(2^l\,l!)^2}.
\]

Taking the non-negative square root gives \(|c|\). For \(l=0\) it is \(1/\sqrt{4\pi}\), and for \(l=1\) it is \(\sqrt{3/(8\pi)}\).

The sign of \(c\) stays free. The Condon–Shortley convention chooses \((-1)^l\). For odd \(l\) this is opposite to the choice \(c>0\), and mixing the two conventions in one linear combination can change the relative signs of its terms.

In the Lean proof, `hn` removes the phase. `A` is the claimed value of \(|c|\), `K` is the factorial expression from (d), and `hAK` verifies \(2\pi A^2K=1\). Because \(A\geq0\), the condition \(|c|=A\) is the same as \(c^2=A^2\), which is `habs`. One direction then cancels the non-zero factor \(2\pi K\), and the other substitutes \(A^2\) for \(c^2\).

```lean
/-- The function `c sin θ ^ l exp(i l φ)` has unit norm on the sphere exactly when
`|c| = √((2l+1)!/(4π)) / (2^l l!)`. -/
theorem normalised_iff (l : ℕ) (c : ℝ) :
    (∫ φ in (0 : ℝ)..(2 * π), ∫ θ in (0 : ℝ)..π,
      ‖topState l (fun t => c * sin t ^ l) θ φ‖ ^ 2 * sin θ) = 1 ↔
    |c| = Real.sqrt (((2 * l + 1)! : ℝ) / (4 * π)) / (2 ^ l * (l ! : ℝ)) := by
  -- the azimuthal phase has modulus one
  have hn : ∀ θ φ, ‖topState l (fun t => c * sin t ^ l) θ φ‖ ^ 2 = (c * sin θ ^ l) ^ 2 := by
    intro θ φ
    unfold topState
    rw [norm_mul, Complex.norm_exp_ofReal_mul_I, mul_one, Complex.norm_real,
      Real.norm_eq_abs, sq_abs]
  simp_rw [hn, integral_polar_sq]
  rw [intervalIntegral.integral_const, smul_eq_mul, sub_zero]
  obtain ⟨A, hA⟩ : ∃ A, A = Real.sqrt (((2 * l + 1)! : ℝ) / (4 * π)) / (2 ^ l * (l ! : ℝ)) :=
    ⟨_, rfl⟩
  obtain ⟨K, hK⟩ : ∃ K, K = 2 ^ (2 * l + 1) * (l ! : ℝ) ^ 2 / ((2 * l + 1)! : ℝ) := ⟨_, rfl⟩
  have hA0 : 0 ≤ A := by rw [hA]; positivity
  have hK0 : 0 < K := by rw [hK]; positivity
  -- the textbook constant does normalise the state
  have hAK : 2 * π * (A ^ 2 * K) = 1 := by
    rw [hA, hK, div_pow, Real.sq_sqrt (by positivity),
      show (2 : ℝ) ^ (2 * l + 1) = 2 * (2 ^ l) ^ 2 by ring]
    field_simp
    ring
  have habs : |c| = A ↔ c ^ 2 = A ^ 2 := by
    rw [sq_eq_sq_iff_abs_eq_abs, abs_of_nonneg hA0]
  rw [← hA, ← hK, habs]
  constructor
  · intro h
    have hne : 2 * π * K ≠ 0 := by positivity
    apply mul_left_cancel₀ hne
    linear_combination h - hAK
  · intro h
    rw [h, hAK]

end

end TopSphericalHarmonic
```

```lean
#print axioms TopSphericalHarmonic.annihilated_iff
#print axioms TopSphericalHarmonic.top_polar_solution
#print axioms TopSphericalHarmonic.normalised_iff
```

```
'TopSphericalHarmonic.annihilated_iff' depends on axioms: [propext, Classical.choice, Quot.sound]
'TopSphericalHarmonic.top_polar_solution' depends on axioms: [propext, Classical.choice, Quot.sound]
'TopSphericalHarmonic.normalised_iff' depends on axioms: [propext, Classical.choice, Quot.sound]
```
